# The electric field drops out of the helicity equation of a moving Thomas-BMT spin exactly when γ² = 1 + 1/a

The equations of motion are imposed on the momentum and the spin of a charged particle, while its speed and direction of motion are left as functions of time that are not assumed differentiable. From the Lorentz force law and the Thomas-BMT equation with anomaly $a$ follow the rate of change of the spin component along the motion and, for $a>0$, the energy at which the electric field drops out of the formula for that rate.

In Lean 4 with Mathlib:

```lean
import Mathlib

open Matrix

namespace ThomasBMTHelicity

noncomputable section

/-- Vectors of three-dimensional space. -/
abbrev V3 := Fin 3 → ℝ

/-- The Lorentz factor at speed `b` in units of the speed of light, for `|b| < 1`. -/
def lorentzFactor (b : ℝ) : ℝ := 1 / √(1 - b ^ 2)

/-- The relativistic momentum of a mass `m` moving with speed `b` along the unit vector `n`, for
`|b| < 1`. -/
def momentum (m b : ℝ) (n : V3) : V3 := (m * lorentzFactor b * b) • n

/-- The Lorentz force on a charge `e` moving with speed `b` along the unit vector `n`. -/
def lorentzForce (e b : ℝ) (n E B : V3) : V3 := e • (E + b • (n ⨯₃ B))

/-- The part of `v` transverse to the unit vector `n`. -/
def transverse (n v : V3) : V3 := v - (n ⬝ᵥ v) • n

/-- The rate of change of the spin `s` in the Thomas-BMT equation with anomaly `a`, for motion with
speed `b` along the unit vector `n`, `m ≠ 0` and `|b| < 1`. -/
def bmtRate (e m a b : ℝ) (n E B s : V3) : V3 :=
  (e / m) • (s ⨯₃ ((a + 1 / lorentzFactor b) • B
    - (a * (lorentzFactor b / (lorentzFactor b + 1)) * b ^ 2 * (n ⬝ᵥ B)) • n
    - ((a + 1 - lorentzFactor b / (lorentzFactor b + 1)) * b) • (n ⨯₃ E)))

/-- The coefficient of the electric field in the helicity equation, apart from the common factor
`-e/m`, for `0 < b < 1`. -/
def electricCoefficient (a b : ℝ) : ℝ := b * (a - 1 / (lorentzFactor b ^ 2 - 1))

/-- A charge with speed `b`, unit direction `n` and spin `s` that obeys the Lorentz force law
and the Thomas-BMT equation; `E` and `B` are the fields at the particle. -/
structure SpinMotion (e m a : ℝ) (b : ℝ → ℝ) (n s E B : ℝ → V3) : Prop where
  speed_pos : ∀ t, 0 < b t
  speed_lt : ∀ t, b t < 1
  unit : ∀ t, n t ⬝ᵥ n t = 1
  lorentz : ∀ t, HasDerivAt (fun τ => momentum m (b τ) (n τ))
    (lorentzForce e (b t) (n t) (E t) (B t)) t
  bmt : ∀ t, HasDerivAt s (bmtRate e m a (b t) (n t) (E t) (B t) (s t)) t

/-- For `0 < b < 1` the Lorentz factor is positive and satisfies `γ² (1 - b²) = 1`. -/
theorem lorentzFactor_spec {b : ℝ} (h0 : 0 < b) (h1 : b < 1) :
    0 < lorentzFactor b ∧ lorentzFactor b ^ 2 * (1 - b ^ 2) = 1 := by
  have h : 0 < 1 - b ^ 2 := by nlinarith
  refine ⟨one_div_pos.2 (Real.sqrt_pos.2 h), ?_⟩
  rw [lorentzFactor, div_pow, Real.sq_sqrt h.le, one_pow, one_div, inv_mul_cancel₀ h.ne']

/-- If a momentum of magnitude `P > 0` along the unit vector `n` changes at the rate `F`,
then `n` turns at the rate given by the transverse part of `F` divided by `P`. -/
theorem direction_hasDerivAt {P : ℝ → ℝ} {n : ℝ → V3} {F : V3} {t : ℝ}
    (hn : ∀ τ, n τ ⬝ᵥ n τ = 1) (hP : ∀ τ, 0 < P τ)
    (hF : HasDerivAt (fun τ => P τ • n τ) F t) :
    HasDerivAt n ((1 / P t) • transverse (n t) F) t := by
  have hi : ∀ i, HasDerivAt (fun τ => P τ * n τ i) (F i) t :=
    fun i => hasDerivAt_pi.1 hF i
  have hne := (hP t).ne'
  -- the squared magnitude is the sum of the squared components
  have hS : HasDerivAt (fun τ => P τ * P τ) (2 * P t * (n t ⬝ᵥ F)) t := by
    have hf : (fun τ => P τ * P τ) = fun τ => P τ * n τ 0 * (P τ * n τ 0)
        + P τ * n τ 1 * (P τ * n τ 1) + P τ * n τ 2 * (P τ * n τ 2) := by
      funext τ
      have h := hn τ
      simp only [dotProduct, Fin.sum_univ_three] at h
      linear_combination (-(P τ) ^ 2) * h
    rw [hf]
    refine ((((hi 0).fun_mul (hi 0)).fun_add ((hi 1).fun_mul (hi 1))).fun_add
      ((hi 2).fun_mul (hi 2))).congr_deriv ?_
    simp only [dotProduct, Fin.sum_univ_three]
    ring
  have hs : ∀ τ, √(P τ * P τ) = P τ := fun τ => Real.sqrt_mul_self (hP τ).le
  have hD : HasDerivAt (fun τ => √(P τ * P τ))
      (2 * P t * (n t ⬝ᵥ F) / (2 * √(P t * P t))) t :=
    hS.sqrt (mul_pos (hP t) (hP t)).ne'
  simp only [hs] at hD
  have hD' : HasDerivAt P (n t ⬝ᵥ F) t := hD.congr_deriv (by field_simp)
  -- the direction is the momentum divided by its magnitude
  rw [hasDerivAt_pi]
  intro i
  have hq : HasDerivAt (fun τ => P τ * n τ i / P τ)
      ((F i * P t - P t * n t i * (n t ⬝ᵥ F)) / P t ^ 2) t := (hi i).fun_div hD' hne
  have hf : (fun τ => P τ * n τ i / P τ) = fun τ => n τ i :=
    funext fun τ => mul_div_cancel_left₀ _ (hP τ).ne'
  rw [hf] at hq
  refine hq.congr_deriv ?_
  simp only [transverse, Pi.smul_apply, Pi.sub_apply, smul_eq_mul]
  field_simp

/-- The component along the unit vector `n` of the Thomas-BMT rate involves only the
transverse spin. -/
theorem dot_bmtRate (e m a b : ℝ) {n : V3} (E B s : V3) (hn : n ⬝ᵥ n = 1) :
    n ⬝ᵥ bmtRate e m a b n E B s = -(e / m) *
      ((a + 1 / lorentzFactor b) * (transverse n s ⬝ᵥ (n ⨯₃ B))
      + (a + 1 - lorentzFactor b / (lorentzFactor b + 1)) * b * (transverse n s ⬝ᵥ E)) := by
  simp only [dotProduct, Fin.sum_univ_three] at hn
  simp only [bmtRate, transverse, cross_apply, dotProduct, Fin.sum_univ_three, Pi.smul_apply,
    Pi.sub_apply, smul_eq_mul, Matrix.cons_val]
  linear_combination (-(e / m) * (a + 1 - lorentzFactor b / (lorentzFactor b + 1)) * b
    * (s 0 * E 0 + s 1 * E 1 + s 2 * E 2)) * hn

/-- An algebraic identity for `b ≠ 0`. For a unit vector `n`, `m > 0` and `0 < b < 1`, its left side
is the turning of the direction of motion by the Lorentz force, projected on the spin. -/
theorem turning_dot_spin (e m : ℝ) {b : ℝ} (n E B s : V3) (hb : b ≠ 0) :
    ((1 / (m * lorentzFactor b * b)) • transverse n (lorentzForce e b n E B)) ⬝ᵥ s =
      (e / m) * (1 / lorentzFactor b * (transverse n s ⬝ᵥ (n ⨯₃ B))
        + 1 / (lorentzFactor b * b) * (transverse n s ⬝ᵥ E)) := by
  have h : b * b⁻¹ = 1 := mul_inv_cancel₀ hb
  simp only [lorentzForce, transverse, cross_apply, dotProduct, Fin.sum_univ_three,
    Pi.smul_apply, Pi.sub_apply, Pi.add_apply, smul_eq_mul, Matrix.cons_val]
  linear_combination (e / m / lorentzFactor b * (s 0 * (n 1 * B 2 - n 2 * B 1)
    + s 1 * (n 2 * B 0 - n 0 * B 2) + s 2 * (n 0 * B 1 - n 1 * B 0))) * h

/-- Helicity equation: for a particle of positive mass obeying the Lorentz force law and the
Thomas-BMT equation, `(n·s)' = -(e/m) s_perp·[a n×B + b (a - 1/(γ² - 1)) E]`. -/
theorem helicity_hasDerivAt {e m a : ℝ} {b : ℝ → ℝ} {n s E B : ℝ → V3} (hm : 0 < m)
    (h : SpinMotion e m a b n s E B) (t : ℝ) :
    HasDerivAt (fun τ => n τ ⬝ᵥ s τ) (-(e / m) * (transverse (n t) (s t) ⬝ᵥ
      (a • (n t ⨯₃ B t) + electricCoefficient a (b t) • E t))) t := by
  have hb := h.speed_pos t
  obtain ⟨hg, hgb⟩ := lorentzFactor_spec hb (h.speed_lt t)
  have hn := direction_hasDerivAt (P := fun τ => m * lorentzFactor (b τ) * b τ) h.unit
    (fun τ => mul_pos (mul_pos hm (lorentzFactor_spec (h.speed_pos τ) (h.speed_lt τ)).1)
      (h.speed_pos τ)) (h.lorentz t)
  have hn' := hasDerivAt_pi.1 hn
  have hs' := hasDerivAt_pi.1 (h.bmt t)
  -- product rule for the helicity
  have hd : HasDerivAt (fun τ => n τ ⬝ᵥ s τ)
      (((1 / (m * lorentzFactor (b t) * b t)) •
        transverse (n t) (lorentzForce e (b t) (n t) (E t) (B t))) ⬝ᵥ s t
        + n t ⬝ᵥ bmtRate e m a (b t) (n t) (E t) (B t) (s t)) t := by
    simp only [dotProduct, Fin.sum_univ_three]
    exact ((((hn' 0).fun_mul (hs' 0)).fun_add ((hn' 1).fun_mul (hs' 1))).fun_add
      ((hn' 2).fun_mul (hs' 2))).congr_deriv (by ring)
  refine hd.congr_deriv ?_
  rw [turning_dot_spin e m _ _ _ _ hb.ne', dot_bmtRate e m a _ _ _ _ (h.unit t),
    dotProduct_add, dotProduct_smul, dotProduct_smul, smul_eq_mul, smul_eq_mul]
  -- the electric terms combine through `γ² (1 - b²) = 1`
  have hc : 1 / (lorentzFactor (b t) * b t)
      - (a + 1 - lorentzFactor (b t) / (lorentzFactor (b t) + 1)) * b t
      = -electricCoefficient a (b t) := by
    unfold electricCoefficient
    generalize lorentzFactor (b t) = g at hg hgb ⊢
    generalize b t = v at hb hgb ⊢
    have hg1 : g + 1 ≠ 0 := by positivity
    rw [show g ^ 2 - 1 = g ^ 2 * v ^ 2 by linear_combination hgb]
    have h1 : v / (g + 1) = (g - 1) / (g ^ 2 * v) := by
      rw [div_eq_div_iff hg1 (by positivity)]
      linear_combination -hgb
    have h2 : (g - 1) / (g ^ 2 * v) = 1 / (g * v) - 1 / (g ^ 2 * v) := by
      field_simp
    have h3 : v * (1 / (g ^ 2 * v ^ 2)) = 1 / (g ^ 2 * v) := by
      field_simp
    have h4 : 1 - g / (g + 1) = 1 / (g + 1) := by
      field_simp
      ring
    linear_combination -v * h4 - h1 - h2 - h3
  linear_combination (e / m * (transverse (n t) (s t) ⬝ᵥ E t)) * hc

/-- Magic energy: for `0 < b < 1` the electric coefficient vanishes exactly when the anomaly
is positive and `γ² = 1 + 1/a`. -/
theorem electricCoefficient_eq_zero_iff {a b : ℝ} (h0 : 0 < b) (h1 : b < 1) :
    electricCoefficient a b = 0 ↔ 0 < a ∧ lorentzFactor b ^ 2 = 1 + 1 / a := by
  obtain ⟨hg, hgb⟩ := lorentzFactor_spec h0 h1
  have hpos : 0 < lorentzFactor b ^ 2 - 1 := by
    rw [show lorentzFactor b ^ 2 - 1 = lorentzFactor b ^ 2 * b ^ 2 by linear_combination hgb]
    positivity
  unfold electricCoefficient
  constructor
  · intro h
    have ha : a = 1 / (lorentzFactor b ^ 2 - 1) :=
      sub_eq_zero.1 ((mul_eq_zero.1 h).resolve_left h0.ne')
    refine ⟨ha ▸ one_div_pos.2 hpos, ?_⟩
    rw [ha, one_div_one_div]
    ring
  · rintro ⟨-, h⟩
    rw [h, add_sub_cancel_left, one_div_one_div, sub_self, mul_zero]

/-- Magic momentum: for `m > 0` and `0 < b < 1` the electric coefficient vanishes exactly when
the anomaly is positive and the momentum has magnitude `m/√a`. -/
theorem magic_momentum {m a b : ℝ} (hm : 0 < m) (h0 : 0 < b) (h1 : b < 1) :
    electricCoefficient a b = 0 ↔ 0 < a ∧ m * lorentzFactor b * b = m / √a := by
  rw [electricCoefficient_eq_zero_iff h0 h1]
  refine and_congr_right fun ha => ?_
  obtain ⟨hg, hgb⟩ := lorentzFactor_spec h0 h1
  have hs : 0 < √a := Real.sqrt_pos.2 ha
  have hx : (lorentzFactor b * b * √a) ^ 2 = (lorentzFactor b ^ 2 - 1) * a := by
    rw [mul_pow, Real.sq_sqrt ha.le]
    linear_combination -a * hgb
  rw [eq_div_iff hs.ne']
  constructor
  · intro h
    rw [h, add_sub_cancel_left, one_div, inv_mul_cancel₀ ha.ne'] at hx
    have hx1 : lorentzFactor b * b * √a = 1 :=
      (sq_eq_sq₀ (by positivity) zero_le_one).1 (by rw [hx, one_pow])
    linear_combination m * hx1
  · intro h
    have hx1 : lorentzFactor b * b * √a = 1 :=
      mul_left_cancel₀ hm.ne' (by linear_combination h)
    rw [hx1, one_pow] at hx
    have hq : lorentzFactor b ^ 2 - 1 = 1 / a := by
      rw [eq_div_iff ha.ne']
      exact hx.symm
    linarith

/-- A speed `0 < b < 1` at which the electric coefficient vanishes exists exactly when the
anomaly is positive. -/
theorem exists_magic_speed_iff (a : ℝ) :
    (∃ b, 0 < b ∧ b < 1 ∧ electricCoefficient a b = 0) ↔ 0 < a := by
  constructor
  · rintro ⟨b, h0, h1, h⟩
    exact ((electricCoefficient_eq_zero_iff h0 h1).1 h).1
  · intro ha
    -- the magic speed is `1/√(1 + a)`
    have hp : 0 < 1 / (1 + a) := by positivity
    have h0 : 0 < √(1 / (1 + a)) := Real.sqrt_pos.2 hp
    have h1 : √(1 / (1 + a)) < 1 := by
      rw [Real.sqrt_lt' one_pos, one_pow, div_lt_one (by positivity)]
      linarith
    refine ⟨_, h0, h1, (electricCoefficient_eq_zero_iff h0 h1).2 ⟨ha, ?_⟩⟩
    have h := (lorentzFactor_spec h0 h1).2
    rw [Real.sq_sqrt hp.le] at h
    have hq : 1 / (1 + a) * (1 + a) = 1 := div_mul_cancel₀ _ (by positivity)
    have hr : 1 / a * a = 1 := div_mul_cancel₀ _ ha.ne'
    refine mul_right_cancel₀ ha.ne' ?_
    linear_combination (1 + a) * h + lorentzFactor (√(1 / (1 + a))) ^ 2 * hq - hr

/-- Frozen helicity: in a purely electric field, a particle of positive mass and positive
anomaly that stays at `γ² = 1 + 1/a` keeps `n·s` constant in time. -/
theorem helicity_frozen {e m a : ℝ} {b : ℝ → ℝ} {n s E : ℝ → V3} (hm : 0 < m) (ha : 0 < a)
    (h : SpinMotion e m a b n s E (fun _ => 0))
    (hmagic : ∀ t, lorentzFactor (b t) ^ 2 = 1 + 1 / a) (t u : ℝ) :
    n t ⬝ᵥ s t = n u ⬝ᵥ s u := by
  have hd : ∀ τ, HasDerivAt (fun τ => n τ ⬝ᵥ s τ) 0 τ := by
    intro τ
    refine (helicity_hasDerivAt hm h τ).congr_deriv ?_
    rw [(electricCoefficient_eq_zero_iff (h.speed_pos τ) (h.speed_lt τ)).2 ⟨ha, hmagic τ⟩]
    simp
  exact is_const_of_deriv_eq_zero (fun τ => (hd τ).differentiableAt)
    (fun τ => (hd τ).deriv) t u

end

end ThomasBMTHelicity
```

```lean
#print axioms ThomasBMTHelicity.helicity_hasDerivAt
-- 'ThomasBMTHelicity.helicity_hasDerivAt' depends on axioms: [propext, Classical.choice, Quot.sound]
#print axioms ThomasBMTHelicity.magic_momentum
-- 'ThomasBMTHelicity.magic_momentum' depends on axioms: [propext, Classical.choice, Quot.sound]
#print axioms ThomasBMTHelicity.exists_magic_speed_iff
-- 'ThomasBMTHelicity.exists_magic_speed_iff' depends on axioms: [propext, Classical.choice, Quot.sound]
#print axioms ThomasBMTHelicity.helicity_frozen
-- 'ThomasBMTHelicity.helicity_frozen' depends on axioms: [propext, Classical.choice, Quot.sound]
```

## The rate of n·s and the magic energy

Units have $c=1$. A particle of charge $e$ and mass $m>0$ has velocity $b\,n$, with $n$ a unit vector and $0<b<1$; its Lorentz factor is $\gamma=1/\sqrt{1-b^2}$. Its spin is $s$, with transverse part $s_\perp=s-(n\cdot s)n$, and $E$, $B$ are the fields at the particle. The theorem `helicity_hasDerivAt` says that at every time

$$(n\cdot s)'=-\frac em\,s_\perp\cdot\Big[a\,n\times B+b\Big(a-\frac1{\gamma^2-1}\Big)E\Big].$$

This holds for every real $a$. By `electricCoefficient_eq_zero_iff`, the coefficient of $E$ vanishes exactly when $a>0$ and $\gamma^2=1+1/a$. Equivalently, $a>0$ and the momentum has magnitude $m/\sqrt a$ (`magic_momentum`). Such a speed exists exactly when $a>0$ (`exists_magic_speed_iff`). Finally, `helicity_frozen` says that $n\cdot s$ is constant if $B=0$ and the particle stays at this energy.

## A classical spin on a relativistic orbit

Vectors are functions `Fin 3 → ℝ`; `⬝ᵥ` is the scalar product and `⨯₃` the cross product. The structure `SpinMotion` collects the physical assumptions: the bounds on the speed, $n\cdot n=1$, and the two laws, stated with `HasDerivAt` at every real time. Time and fields are those of the laboratory, while $s$ is the spin in the particle's rest frame. Its length is not fixed; for $|s|=1$, $n\cdot s$ is the cosine of the angle between spin and velocity.

The constant $a=(g-2)/2$ is given, not computed. It measures the departure of the magnetic moment from the Dirac value $g=2$, through radiative corrections or internal structure. Both laws are likewise assumed, not derived from the Dirac equation. The model has no field-gradient forces, radiation reaction or electric dipole moment.

For a muon in a storage ring, treated as a single classical particle with these two laws, electric focusing fields drop out of the formula for the rate of $n\cdot s$ at the magic momentum, where only the magnetic term, proportional to $a$, is left. They still act on the orbit, and so on the $n$ and $s$ in that term.

## Turning of the direction plus precession of the spin

**The direction.** Write $p=Pn$ with $P=m\gamma b>0$, and $p'=F=e(E+b\,n\times B)$. Since $P^2=p\cdot p$, we have $(P^2)'=2P\,n\cdot F$, hence $P'=n\cdot F$ and

$$n'=\Big(\frac pP\Big)'=\frac{F-(n\cdot F)n}{P}.$$

The lemma `direction_hasDerivAt` follows this route: it differentiates the sum of squared components, takes the square root to get $P'$, and applies the quotient rule to each component. This is where differentiability of $n$ is obtained.

Because $n\times B$ is already transverse, projection on $s$ gives `turning_dot_spin`:

$$n'\cdot s=\frac em\Big[\frac1\gamma\,s_\perp\cdot(n\times B)+\frac1{\gamma b}\,s_\perp\cdot E\Big].$$

**The spin.** The Thomas-BMT equation, `bmtRate` in the file, reads

$$s'=\frac em\,s\times\Big[\Big(a+\frac1\gamma\Big)B-\frac{a\gamma b^2}{\gamma+1}(n\cdot B)n-\Big(a+1-\frac\gamma{\gamma+1}\Big)b\,n\times E\Big].$$

Three identities are needed for its projection on $n$:

- $n\cdot(s\times B)=-s\cdot(n\times B)=-s_\perp\cdot(n\times B)$
- $n\cdot(s\times n)=0$
- $n\cdot\big(s\times(n\times E)\big)=s\cdot E-(n\cdot s)(n\cdot E)=s_\perp\cdot E$

Therefore

$$n\cdot s'=-\frac em\Big[\Big(a+\frac1\gamma\Big)s_\perp\cdot(n\times B)+\Big(a+1-\frac\gamma{\gamma+1}\Big)b\,s_\perp\cdot E\Big].$$

This is `dot_bmtRate`, which expands everything in components and uses $n\cdot n=1$.

**The sum.** The product rule adds the two projections. The magnetic terms in $1/\gamma$ cancel and leave $-a$. Since $1-\gamma/(\gamma+1)=1/(\gamma+1)$, the electric coefficient, apart from the factor $e/m$, is

$$\frac1{\gamma b}-ab-\frac b{\gamma+1}.$$

From $\gamma^2(1-b^2)=1$ we get $\gamma^2b^2=(\gamma-1)(\gamma+1)$, so

$$\frac b{\gamma+1}=\frac{\gamma-1}{\gamma^2b}=\frac1{\gamma b}-\frac1{\gamma^2b}.$$

What remains is

$$-ab+\frac1{\gamma^2b}=-b\Big(a-\frac1{\gamma^2-1}\Big).$$

In the main proof this identity is `hc`, and the last `linear_combination` inserts it.

If the turning of $n$ is forgotten and $n\cdot s'$ is taken for the whole derivative, the $1/\gamma$ term survives. A particle with $a=0$ would then seem to change its helicity in a purely magnetic field, whereas the two rotations in fact keep pace.

**The zero of the coefficient.** As $b>0$, the coefficient vanishes exactly when $a=1/(\gamma^2-1)$. The right side is positive, so this means $a>0$ and $\gamma^2=1+1/a$. Then $(\gamma b)^2=\gamma^2-1=1/a$, and the positive root gives $m\gamma b=m/\sqrt a$. The speed itself follows from $b^2=1-1/\gamma^2=1/(1+a)$, which lies strictly between 0 and 1 for every $a>0$; the existence proof uses this value. With $B=0$ at the magic energy the whole derivative is zero, and `is_const_of_deriv_eq_zero` turns that into constancy.

## Magnetic fields still change n·s at the magic energy

Constancy fails if the condition $B=0$ is removed. Take $e\neq0$, $a>0$, $E=0$ and a uniform field $B=B_0\hat z$ with $B_0\neq0$, and let the particle circle in the $xy$-plane at the magic energy. At an instant when $n=\hat x$ and $s=\hat y$, we have $n\times B=-B_0\hat y$, so

$$(n\cdot s)'=\frac{e\,a\,B_0}{m}\neq0.$$

The requirement to stay at the magic energy also restricts the electric field. When $B=0$, $P'=e\,n\cdot E$, so for a nonzero charge the field must remain perpendicular to the motion, as on a circular orbit in a radial field.
